# For a finite matrix H anticommuting with S, the trace of S exp(−sH²) equals the trace of S

## Levels close to zero energy

Suppose the zero modes of a bipartite hopping model are to be counted, those on one sublattice minus those on the other, by damping out all other levels with $e^{-sH^2}$, each state being weighted by $+1$ on one sublattice and $-1$ on the other. If levels at nonzero energy contributed to the weighted trace, a level at small energy $E$ would leave a remainder proportional to $e^{-sE^2}$. The count would then depend on $s$, and it would be reliable only for $s$ much larger than the inverse square of the smallest nonzero energy.

Chiral symmetry removes this remainder. Let $H$ be the Hamiltonian matrix and $S$ a matrix with $SH=-HS$. For Hermitian $H$ and an eigenvector $\psi$ with energy $E\neq 0$, the vector $S\psi$ is either zero or an eigenvector with energy $-E$. In both cases it is orthogonal to $\psi$, so $\langle\psi|S|\psi\rangle=0$ and the level drops out at every $s$. The derivation below shows without eigenvectors that the weighted trace does not depend on $s$, and it also holds for non-Hermitian $H$.

## One vanishing trace and its consequences

Let $S$, $H$ and $B$ be complex square matrices of the same finite size, with $SH=-HS$ and $HB=BH$. Anticommutation, cyclicity of the trace and commutation give, in this order,

$$\operatorname{tr}(SHB)=-\operatorname{tr}(HSB)=-\operatorname{tr}(SBH)=-\operatorname{tr}(SHB).$$

Hence $\operatorname{tr}(SHB)=0$. Three choices of $B$ give the general results.

**Moments.** With $B=H^{k-1}$ and $k\ge 1$, one finds $\operatorname{tr}(SH^k)=0$. The even moments $k=2m$ with $m\ge1$ are included.

**Heat kernel.** Define $f(t)=\operatorname{tr}(S\,e^{tH^2})$ for complex $t$. Since $H$ commutes with $e^{tH^2}$,

$$f'(t)=\operatorname{tr}(S\,e^{tH^2}H^2)=\operatorname{tr}\bigl(S\,H\,(e^{tH^2}H)\bigr)=0,$$

where the last step uses $B=e^{tH^2}H$. So $f$ is constant, and

$$\operatorname{tr}(S\,e^{-sH^2})=f(-s)=f(0)=\operatorname{tr}S .$$

**Zero modes.** If $H$ were invertible, $B=H^{-1}$ would give $\operatorname{tr}S=0$. A nonzero $\operatorname{tr}S$ therefore forces a vector $v\neq0$ with $Hv=0$.

## The index of a bipartite lattice

Let the sublattices $a$ and $b$ have $N_a$ and $N_b$ sites, and let the $N_a\times N_b$ matrix $A$ contain the hoppings from $b$ to $a$. The Hamiltonian and the sublattice sign are

$$H=\begin{pmatrix}0&A\\A^\dagger&0\end{pmatrix},\qquad \Gamma=\begin{pmatrix}1&0\\0&-1\end{pmatrix}.$$

Block multiplication gives $\Gamma^2=1$ and

$$\Gamma H=\begin{pmatrix}0&A\\-A^\dagger&0\end{pmatrix}=-H\Gamma .$$

The heat-kernel identity with $S=\Gamma$ now yields $\operatorname{tr}(\Gamma e^{-sH^2})=\operatorname{tr}\Gamma=N_a-N_b$.

For amplitudes $u$ on $a$ and $w$ on $b$, $H$ maps $(u,w)$ to $(Aw,A^\dagger u)$. Zero modes on $a$ thus form $\ker A^\dagger$, and those on $b$ form $\ker A$. Rank-nullity gives

$$N_a=\operatorname{rank}A^\dagger+\dim\ker A^\dagger,\qquad N_b=\operatorname{rank}A+\dim\ker A .$$

The two ranks are equal, so subtraction leaves

$$\operatorname{tr}(\Gamma e^{-sH^2})=\dim\ker A^\dagger-\dim\ker A .$$

For a finite, non-interacting tight-binding or Hückel model of this form, the exact value of the trace is the difference of the site numbers. As a test of a numerical heat kernel it is weak: since $\operatorname{tr}(\Gamma H^{2m})=0$ for $m\ge1$, the Taylor series of $e^{-sH^2}$ cut off at any order gives the same value, and so does a wrong $s$. The index of an elliptic differential operator on a closed manifold has the same heat-kernel form, but there the traces are taken over infinite-dimensional spaces; for the finite matrices here the index reduces to counting sites.

## What the Lean theorems say

The finite type `n` labels the basis states, and `S` and `H` are arbitrary elements of `Matrix n n ℂ`. The only condition linking them is `hSH : S * H = -(H * S)`, which expresses chiral symmetry. In the general theorems it is assumed; for the lattice it is derived. Neither $S^2=1$ nor Hermiticity is required.

- `trace_chiral_pow` states that the trace of `S * H ^ k` vanishes for every natural number `k` with `1 ≤ k`.
- `trace_chiral_heatKernel` states the heat-kernel identity for every complex `s`, hence for every real one. Here `heatKernel H s` is the matrix exponential of $-sH^2$.
- `exists_zero_mode` assumes in addition that the trace of `S` is nonzero, and gives a nonzero, not necessarily normalised vector `v` with `H *ᵥ v = 0`. Dividing `v` by its norm gives a normalised state.
- `bipartite_heatKernel_index` states the index formula for every hopping matrix `A`. The kernel dimensions appear as `Module.finrank` and are read as complex numbers, since the trace is complex.

The lattice Hamiltonian lives on the disjoint union `a ⊕ b`, and $\Gamma$ is `sublatticeSign a b`. The zero diagonal blocks of $H$ fix the physical model: all on-site energies are equal and serve as the zero of energy, and no hopping connects sites of the same sublattice. The hoppings may otherwise be disordered, and no translation symmetry is needed. Interactions and infinite lattices are not covered. The index gives only the difference between the two numbers of zero modes; if it vanishes, zero modes may still occur in equal numbers on both sublattices.

```lean
import Mathlib

open Matrix
open scoped ComplexOrder

namespace ChiralHeatKernelIndex

noncomputable section

variable {n a b : Type*} [Fintype n] [DecidableEq n]
  [Fintype a] [DecidableEq a] [Fintype b] [DecidableEq b]

/-- The heat kernel `exp(-s H²)` of a Hamiltonian matrix `H` at complex parameter `s`. -/
def heatKernel (H : Matrix n n ℂ) (s : ℂ) : Matrix n n ℂ :=
  NormedSpace.exp ((-s) • H ^ 2)

/-- The Hamiltonian of a bipartite lattice whose only matrix elements are the hoppings `A`
from sublattice `b` to sublattice `a` and their conjugates. -/
def bipartiteHamiltonian (A : Matrix a b ℂ) : Matrix (a ⊕ b) (a ⊕ b) ℂ :=
  fromBlocks 0 A Aᴴ 0

/-- The sublattice operator: `+1` on the sites of `a` and `-1` on the sites of `b`. -/
def sublatticeSign (a b : Type*) [DecidableEq a] [DecidableEq b] :
    Matrix (a ⊕ b) (a ⊕ b) ℂ :=
  fromBlocks 1 0 0 (-1)

omit [DecidableEq n] in
/-- If `S` anticommutes with `H` and `B` commutes with `H`, the trace of `S H B` vanishes. -/
theorem trace_chiral_mul_eq_zero {S H B : Matrix n n ℂ}
    (hSH : S * H = -(H * S)) (hB : Commute H B) : (S * (H * B)).trace = 0 := by
  -- move `H` to the left through `S`, then around the trace, then back through `B`
  have h : (S * (H * B)).trace = -(S * (H * B)).trace := by
    calc (S * (H * B)).trace = (-(H * (S * B))).trace := by
          rw [← mul_assoc, hSH, neg_mul, mul_assoc]
      _ = -((S * B) * H).trace := by rw [trace_neg, trace_mul_comm]
      _ = -(S * (H * B)).trace := by rw [mul_assoc, hB.eq]
  linear_combination (1 / 2 : ℂ) * h

/-- Every positive moment of a chiral Hamiltonian, weighted with the chiral operator,
has vanishing trace. -/
theorem trace_chiral_pow {S H : Matrix n n ℂ} (hSH : S * H = -(H * S))
    {k : ℕ} (hk : 1 ≤ k) : (S * H ^ k).trace = 0 := by
  obtain ⟨m, rfl⟩ := Nat.exists_eq_add_of_le hk
  rw [add_comm, pow_succ']
  exact trace_chiral_mul_eq_zero hSH ((Commute.refl H).pow_right m)

/-- The derivative of the weighted trace `trace(S exp(tX))` with respect to `t` is
`trace(S exp(tX) X)`. -/
theorem hasDerivAt_trace_exp (S X : Matrix n n ℂ) (t : ℂ) :
    HasDerivAt (fun u : ℂ => (S * NormedSpace.exp (u • X)).trace)
      (S * (NormedSpace.exp (t • X) * X)).trace t := by
  -- any matrix norm will do; the statement itself does not depend on it
  let _ : NormedRing (Matrix n n ℂ) := Matrix.linftyOpNormedRing
  let _ : NormedAlgebra ℂ (Matrix n n ℂ) := Matrix.linftyOpNormedAlgebra
  have : CompleteSpace (Matrix n n ℂ) := FiniteDimensional.complete ℂ _
  have h : HasDerivAt (fun u : ℂ => NormedSpace.exp (u • X))
      (NormedSpace.exp (t • X) * X) t := hasDerivAt_exp_smul_const X t
  let L : Matrix n n ℂ →ₗ[ℂ] ℂ :=
    (Matrix.traceLinearMap n ℂ ℂ) ∘ₗ (LinearMap.mulLeft ℂ S)
  exact (LinearMap.toContinuousLinearMap L).hasFDerivAt.comp_hasDerivAt t h

/-- For `S` anticommuting with `H`, the heat-kernel trace `trace(S exp(-s H²))` equals
`trace S` for every complex `s`. -/
theorem trace_chiral_heatKernel {S H : Matrix n n ℂ} (hSH : S * H = -(H * S)) (s : ℂ) :
    (S * heatKernel H s).trace = S.trace := by
  have hd : ∀ t : ℂ,
      HasDerivAt (fun u : ℂ => (S * NormedSpace.exp (u • H ^ 2)).trace) 0 t := by
    intro t
    have hE : Commute H (NormedSpace.exp (t • H ^ 2)) :=
      (((Commute.refl H).pow_right 2).smul_right t).exp_right
    have e : ∀ E : Matrix n n ℂ, Commute H E → E * H ^ 2 = H * (E * H) := by
      intro E h
      rw [pow_two, ← mul_assoc, ← mul_assoc, h.eq]
    -- the derivative is a trace of the form `trace(S H B)` with `B` commuting with `H`
    have h0 := trace_chiral_mul_eq_zero hSH (hE.mul_right (Commute.refl H))
    have h1 := hasDerivAt_trace_exp S (H ^ 2) t
    rw [e _ hE, h0] at h1
    exact h1
  -- a function with zero derivative keeps its value at the origin
  have hc := is_const_of_deriv_eq_zero (fun t => (hd t).differentiableAt)
    (fun t => (hd t).deriv) (-s) 0
  simpa [heatKernel, NormedSpace.exp_zero] using hc

/-- If the chiral operator has nonzero trace, the Hamiltonian has a zero mode. -/
theorem exists_zero_mode {S H : Matrix n n ℂ} (hSH : S * H = -(H * S))
    (hS : S.trace ≠ 0) : ∃ v : n → ℂ, v ≠ 0 ∧ H *ᵥ v = 0 := by
  apply Matrix.exists_mulVec_eq_zero_iff.mpr
  by_contra hdet
  have hu : IsUnit H.det := isUnit_iff_ne_zero.mpr hdet
  have h1 : H * H⁻¹ = 1 := Matrix.mul_nonsing_inv H hu
  have h2 : H⁻¹ * H = 1 := Matrix.nonsing_inv_mul H hu
  -- an invertible `H` would force the trace of `S` to vanish
  have h3 := trace_chiral_mul_eq_zero hSH (show Commute H H⁻¹ from h1.trans h2.symm)
  rw [h1, mul_one] at h3
  exact hS h3

/-- On a bipartite lattice the sublattice operator squares to one and anticommutes with the
hopping Hamiltonian, for every hopping matrix `A`. -/
theorem bipartite_witness (A : Matrix a b ℂ) :
    sublatticeSign a b * sublatticeSign a b = 1 ∧
    sublatticeSign a b * bipartiteHamiltonian A =
      -(bipartiteHamiltonian A * sublatticeSign a b) := by
  constructor
  · simp [sublatticeSign, fromBlocks_multiply]
  · simp [sublatticeSign, bipartiteHamiltonian, fromBlocks_multiply, fromBlocks_neg]

/-- On a bipartite lattice the heat-kernel trace weighted with the sublattice sign equals, for
every `s`, the dimension of the kernel of `A†` minus the dimension of the kernel of `A`. -/
theorem bipartite_heatKernel_index (A : Matrix a b ℂ) (s : ℂ) :
    (sublatticeSign a b * heatKernel (bipartiteHamiltonian A) s).trace =
      (Module.finrank ℂ (LinearMap.ker Aᴴ.mulVecLin) : ℂ)
        - (Module.finrank ℂ (LinearMap.ker A.mulVecLin) : ℂ) := by
  rw [trace_chiral_heatKernel (bipartite_witness A).2 s]
  have ht : (sublatticeSign a b).trace = (Fintype.card a : ℂ) - (Fintype.card b : ℂ) := by
    simp [sublatticeSign, Matrix.trace, Fintype.sum_sum_type, sub_eq_add_neg]
  -- rank-nullity on each sublattice, with equal ranks of `A` and `A†`
  have hA : A.rank + Module.finrank ℂ (LinearMap.ker A.mulVecLin) = Fintype.card b := by
    have h := LinearMap.finrank_range_add_finrank_ker A.mulVecLin
    rw [Module.finrank_fintype_fun_eq_card] at h
    exact h
  have hB : Aᴴ.rank + Module.finrank ℂ (LinearMap.ker Aᴴ.mulVecLin) = Fintype.card a := by
    have h := LinearMap.finrank_range_add_finrank_ker Aᴴ.mulVecLin
    rw [Module.finrank_fintype_fun_eq_card] at h
    exact h
  rw [Matrix.rank_conjTranspose] at hB
  rw [ht, ← hA, ← hB]
  push_cast
  ring

end

end ChiralHeatKernelIndex
```

```lean
#print axioms ChiralHeatKernelIndex.trace_chiral_pow
#print axioms ChiralHeatKernelIndex.trace_chiral_heatKernel
#print axioms ChiralHeatKernelIndex.exists_zero_mode
#print axioms ChiralHeatKernelIndex.bipartite_heatKernel_index
```

```
'ChiralHeatKernelIndex.trace_chiral_pow' depends on axioms: [propext, Classical.choice, Quot.sound]
'ChiralHeatKernelIndex.trace_chiral_heatKernel' depends on axioms: [propext, Classical.choice, Quot.sound]
'ChiralHeatKernelIndex.exists_zero_mode' depends on axioms: [propext, Classical.choice, Quot.sound]
'ChiralHeatKernelIndex.bipartite_heatKernel_index' depends on axioms: [propext, Classical.choice, Quot.sound]
```

## How the Lean proof follows the calculation

`trace_chiral_mul_eq_zero` is the vanishing of $\operatorname{tr}(SHB)$. The three lines of its `calc` block are the three equalities of the derivation: `hSH` moves `H` through `S`, `trace_mul_comm` carries it around the trace, and `hB.eq` exchanges it with `B`. The trace then equals its own negative, and `linear_combination` concludes that it is zero.

`trace_chiral_pow` writes `k` as `1 + m`, splits off one factor of `H`, and applies this lemma with `B` equal to `H ^ m`.

`hasDerivAt_trace_exp` supplies the derivative of $\operatorname{tr}(S\,e^{tX})$ for any matrix $X$. Mathlib's lemma for the derivative of the exponential is stated for normed algebras, so the proof chooses a matrix norm locally; the statement does not depend on that choice. The map `L`, which multiplies by `S` and takes the trace, is linear and continuous in finite dimension, so it can be applied to the derivative directly.

In `trace_chiral_heatKernel`, `hE` records that `H` commutes with the exponential, and `e` rewrites $EH^2$ as $H(EH)$, where $E$ now stands for any matrix commuting with $H$. This brings the derivative into the form $\operatorname{tr}(SHB)$, which `h0` sets to zero. Finally, `is_const_of_deriv_eq_zero` compares the values of the function at `-s` and `0`.

`exists_zero_mode` uses the equivalence between a vanishing determinant and a nonzero kernel vector. If the determinant were nonzero, `H⁻¹` would be a true inverse commuting with `H`, and the trace lemma would contradict `hS`.

For the lattice, `bipartite_witness` carries out the two block multiplications. In `bipartite_heatKernel_index`, `ht` evaluates $\operatorname{tr}\Gamma$ as the difference of the site numbers, while `hA` and `hB` are rank-nullity for $A$ and $A^\dagger$. Rewriting with `Matrix.rank_conjTranspose` makes the ranks equal, and `ring` cancels them.
